# The Wilczek–Zee connection of a differentiable orthonormal frame: anti-Hermiticity, gauge law and parallel transport

## One state and its phase

Take a single normalised state $v(t)$, a column of complex amplitudes that changes with time. Differentiating $v^\dagger v=1$ gives $v'^\dagger v+v^\dagger v'=0$, so the number $a=v^\dagger v'$ is purely imaginary. The phase of $v$ is a free choice. If $v$ is replaced by $e^{i\theta(t)}v$ with $\theta$ real, the product rule gives

$$(e^{i\theta}v)^\dagger(e^{i\theta}v)'=v^\dagger v'+i\theta'\,v^\dagger v=a+i\theta'.$$

A degenerate level of a slowly driven system has $k$ orthonormal states at each time, and any unitary mixture of them is an equally good basis. Let these states be the columns of an $n\times k$ matrix $V(t)$, with $V^\dagger V=I$. The phase becomes a $k\times k$ unitary $U(t)$, and $a$ becomes the matrix $A=V^\dagger V'$. The same two steps show that $A^\dagger=-A$ and that the frame $VU$ has connection $U^\dagger AU+U^\dagger U'$. Since $U$ and $A$ need not commute, the first term does not in general reduce to $A$.

## Frames, connection and transport in Lean

```lean
import Mathlib

open Matrix

namespace WilczekZee

noncomputable section
```

In the code, `ᴴ` is the dagger, `1` is the identity matrix and `ℝ → Matrix n k ℂ` is the type of complex matrices depending on a real time. The letters `n` and `k` stand for the sets that label rows and columns, not for the numbers of rows and columns.

```lean
/-- A time-dependent matrix is differentiable when each of its entries is. -/
def IsDiff {m n : Type*} (X : ℝ → Matrix m n ℂ) : Prop :=
  ∀ i j, Differentiable ℝ fun s => X s i j
```

`IsDiff X` says that every entry $X_{ij}(t)$ is differentiable at all times.

```lean
/-- The time derivative `X'(t)` of a differentiable matrix path, taken entry by entry. -/
def velocity {m n : Type*} (X : ℝ → Matrix m n ℂ) (t : ℝ) : Matrix m n ℂ :=
  Matrix.of fun i j => deriv (fun s => X s i j) t
```

`velocity X t` is the matrix $X'(t)$ of entry derivatives. The name has nothing to do with a particle's velocity.

```lean
/-- The Wilczek-Zee connection `A = V†V'` of a differentiable frame `V`. -/
def connection {n k : Type*} [Fintype n] (V : ℝ → Matrix n k ℂ) (t : ℝ) : Matrix k k ℂ :=
  (V t)ᴴ * velocity V t
```

This is $A(t)=V(t)^\dagger V'(t)$, the connection along one path with time as the parameter. Many texts include a factor $i$, which makes $A$ Hermitian; here there is none.

```lean
/-- `W` is the transport matrix of the frame `V`: it is differentiable, starts at the identity
and solves `W' = -A W`, with `A` the connection of `V`. -/
structure IsTransport {n k : Type*} [Fintype n] [Fintype k] [DecidableEq k]
    (V : ℝ → Matrix n k ℂ) (W : ℝ → Matrix k k ℂ) : Prop where
  diff : IsDiff W
  init : W 0 = 1
  evol : ∀ t, velocity W t = -(connection V t * W t)
```

The transport matrix $W$ satisfies $W(0)=I$ and $W'=-AW$. This equation stands for adiabatic following with the dynamical phase removed. A state $\psi=VWc$, with $c$ a fixed coefficient vector, stays in the level, and its rate of change has no component there:

$$V^\dagger\psi'=(AW+W')c=0.$$

No Hamiltonian appears in the model. The step from these statements to a real system is the adiabatic theorem: if the level stays separated by a gap from the rest of the spectrum, a sufficiently slowly driven Schrödinger state that starts in the level approximately obeys this rule once its dynamical phase is removed. The theorems below also take $W$ as given and do not construct it.

## Derivatives of matrix paths

```lean
/-- Product rule: the product of differentiable matrix paths is differentiable, and
`(XY)' = X'Y + XY'`. -/
theorem velocity_mul {l m n : Type*} [Fintype m] {X : ℝ → Matrix l m ℂ} {Y : ℝ → Matrix m n ℂ}
    (hX : IsDiff X) (hY : IsDiff Y) (t : ℝ) :
    IsDiff (fun s => X s * Y s) ∧
      velocity (fun s => X s * Y s) t = velocity X t * Y t + X t * velocity Y t := by
  have h : ∀ i j t, HasDerivAt (fun s => (X s * Y s) i j)
      ((velocity X t * Y t + X t * velocity Y t) i j) t := by
    intro i j t
    simp only [Matrix.add_apply, Matrix.mul_apply, velocity, Matrix.of_apply,
      ← Finset.sum_add_distrib]
    exact HasDerivAt.fun_sum fun a _ => (hX i a t).hasDerivAt.fun_mul (hY a j t).hasDerivAt
  refine ⟨fun i j t => (h i j t).differentiableAt, ?_⟩
  ext i j
  exact (h i j t).deriv
```

For differentiable $X$ and $Y$, the product is differentiable and $(XY)'=X'Y+XY'$, with the order of the factors kept. By hand, one differentiates an entry:

$$\Big(\sum_a X_{ia}Y_{aj}\Big)'=\sum_a\big(X'_{ia}Y_{aj}+X_{ia}Y'_{aj}\big).$$

`HasDerivAt f f' t` means that `f` has derivative `f'` at `t`. The auxiliary statement `h` proves this for each entry, using the sum rule and the ordinary product rule. Both halves of the theorem are then read off from `h`.

```lean
/-- The adjoint of a differentiable matrix path is differentiable, and `(X†)' = (X')†`. -/
theorem velocity_conjTranspose {m n : Type*} {X : ℝ → Matrix m n ℂ} (hX : IsDiff X) (t : ℝ) :
    IsDiff (fun s => (X s)ᴴ) ∧ velocity (fun s => (X s)ᴴ) t = (velocity X t)ᴴ := by
  have h : ∀ i j t, HasDerivAt (fun s => (X s)ᴴ i j) ((velocity X t)ᴴ i j) t :=
    fun i j t => (hX j i t).hasDerivAt.star
  refine ⟨fun i j t => (h i j t).differentiableAt, ?_⟩
  ext i j
  exact (h i j t).deriv
```

Because time is real, complex conjugation commutes with differentiation. Hence $(X^\dagger)'_{ij}=\overline{X'_{ji}}$, which is $(X^\dagger)'=(X')^\dagger$.

```lean
/-- A differentiable matrix path with zero velocity at all times keeps its initial value. -/
theorem const_of_velocity_zero {m n : Type*} {X : ℝ → Matrix m n ℂ} (hX : IsDiff X)
    (h : ∀ t, velocity X t = 0) (t : ℝ) : X t = X 0 := by
  ext i j
  exact is_const_of_deriv_eq_zero (hX i j) (fun s => congrFun (congrFun (h s) i) j) t 0
```

If $X'(t)=0$ at all times, then $X(t)=X(0)$. Both transport theorems below find a conserved matrix and then apply this lemma, so no uniqueness theorem for differential equations is needed.

The Mathlib result behind it, `is_const_of_deriv_eq_zero`, deserves a closer look. It takes two inputs: a proof that a function is differentiable, and a proof that its `deriv` is zero everywhere. It returns the equality of the function's values at any two points. The first input matters because `deriv` is defined to be zero where no derivative exists, so a step function satisfies the second input alone. Here `hX i j` supplies differentiability of one entry, and the two uses of `congrFun` read the matrix equation $X'=0$ at that entry.

## Anti-Hermiticity and the gauge law

```lean
variable {n k : Type*} [Fintype n] [Fintype k] [DecidableEq k]
  {V : ℝ → Matrix n k ℂ} {U W Z : ℝ → Matrix k k ℂ}

omit [Fintype k] in
/-- The connection of a differentiable orthonormal frame is anti-Hermitian: `A† = -A`. -/
theorem connection_antiHermitian (hV : IsDiff V) (hO : ∀ s, (V s)ᴴ * V s = 1) (t : ℝ) :
    (connection V t)ᴴ = -connection V t := by
  -- differentiate the orthonormality condition
  have h := (velocity_mul (velocity_conjTranspose hV t).1 hV t).2
  have h1 : velocity (fun _ : ℝ => (1 : Matrix k k ℂ)) t = 0 := by
    ext i j
    simp [velocity]
  simp only [hO] at h
  rw [h1, (velocity_conjTranspose hV t).2] at h
  rw [connection, conjTranspose_mul, conjTranspose_conjTranspose]
  exact eq_neg_of_add_eq_zero_left h.symm
```

The hypothesis `hV` says that $V$ is differentiable, and `hO` says that its columns are orthonormal at every time. By hand,

$$0=(V^\dagger V)'=V'^\dagger V+V^\dagger V'=A^\dagger+A.$$

In Lean, `h` is the product rule for $V^\dagger V$. The line `simp only [hO] at h` replaces that product by the identity, whose derivative is zero by `h1`. The last line turns $A^\dagger+A=0$ into $A^\dagger=-A$.

```lean
/-- Non-Abelian gauge law: if `V` is a differentiable orthonormal frame and `U` a differentiable
unitary, then `VU` is an orthonormal frame with connection `U†AU + U†U'`. -/
theorem gauge_law (hV : IsDiff V) (hO : ∀ s, (V s)ᴴ * V s = 1)
    (hU : IsDiff U) (hUU : ∀ s, (U s)ᴴ * U s = 1) (t : ℝ) :
    (∀ s, (V s * U s)ᴴ * (V s * U s) = 1) ∧
      connection (fun s => V s * U s) t =
        (U t)ᴴ * connection V t * U t + (U t)ᴴ * velocity U t := by
  constructor
  · intro s
    rw [conjTranspose_mul, Matrix.mul_assoc, ← Matrix.mul_assoc (V s)ᴴ, hO, Matrix.one_mul, hUU]
  · have e : (U t)ᴴ * (V t)ᴴ * (V t * velocity U t) = (U t)ᴴ * velocity U t := by
      rw [Matrix.mul_assoc, ← Matrix.mul_assoc (V t)ᴴ, hO, Matrix.one_mul]
    show (V t * U t)ᴴ * velocity (fun s => V s * U s) t = _
    rw [(velocity_mul hV hU t).2, conjTranspose_mul, Matrix.mul_add, e]
    simp only [connection, Matrix.mul_assoc]
```

Now `hU` and `hUU` say that $U$ is differentiable and unitary. The first conclusion is that $VU$ is again orthonormal:

$$(VU)^\dagger(VU)=U^\dagger(V^\dagger V)U=U^\dagger U=I.$$

The second is the gauge law:

$$(VU)^\dagger(VU)'=U^\dagger V^\dagger(V'U+VU')=U^\dagger AU+U^\dagger U'.$$

The word `constructor` splits the proof into these two parts. In the second part, `e` is the cancellation of $V^\dagger V$ in the last term, and the rewrite with `velocity_mul` is the product rule.

```lean
/-- For a differentiable orthonormal frame `V` and a differentiable unitary `U`, the connection
of `VU` vanishes at time `t` exactly when `U' = -AU` there. -/
theorem parallel_iff (hV : IsDiff V) (hO : ∀ s, (V s)ᴴ * V s = 1)
    (hU : IsDiff U) (hUU : ∀ s, (U s)ᴴ * U s = 1) (t : ℝ) :
    connection (fun s => V s * U s) t = 0 ↔ velocity U t = -(connection V t * U t) := by
  rw [(gauge_law hV hO hU hUU t).2]
  constructor
  · intro h
    have hr : U t * (U t)ᴴ = 1 := mul_eq_one_comm.mp (hUU t)
    have e : U t * ((U t)ᴴ * connection V t * U t + (U t)ᴴ * velocity U t) =
        connection V t * U t + velocity U t := by
      rw [Matrix.mul_add, Matrix.mul_assoc (U t)ᴴ, ← Matrix.mul_assoc (U t),
        ← Matrix.mul_assoc (U t), hr, Matrix.one_mul, Matrix.one_mul]
    rw [h, Matrix.mul_zero] at e
    exact eq_neg_of_add_eq_zero_right e.symm
  · intro h
    rw [h, Matrix.mul_neg, Matrix.mul_assoc, add_neg_cancel]
```

The rotated frame has zero connection at time $t$ exactly when $U'=-AU$ there. If $U'=-AU$, the two terms of the gauge law cancel. Conversely, multiplying $U^\dagger AU+U^\dagger U'=0$ by $U$ from the left gives $AU+U'=0$.

The converse uses $UU^\dagger=I$, while the hypothesis is $U^\dagger U=I$. For square matrices each implies the other, and `mul_eq_one_comm` supplies this as `hr`.

## Transport and its trace

```lean
/-- The transport matrix of a differentiable orthonormal frame is unitary at all times. -/
theorem transport_unitary (hV : IsDiff V) (hO : ∀ s, (V s)ᴴ * V s = 1)
    (hW : IsTransport V W) (t : ℝ) : (W t)ᴴ * W t = 1 := by
  have d := fun s => velocity_conjTranspose hW.diff s
  have hz : ∀ s, velocity (fun r => (W r)ᴴ * W r) s = 0 := by
    intro s
    rw [(velocity_mul (d s).1 hW.diff s).2, (d s).2, hW.evol s, conjTranspose_neg,
      conjTranspose_mul, connection_antiHermitian hV hO s]
    noncomm_ring
  have hc := const_of_velocity_zero (velocity_mul (d 0).1 hW.diff 0).1 hz t
  simp only [hW.init, conjTranspose_one, Matrix.mul_one] at hc
  exact hc
```

The transport matrix is unitary, so it preserves inner products within the level. Using $W'=-AW$ and $A^\dagger=-A$,

$$(W^\dagger W)'=-W^\dagger A^\dagger W-W^\dagger AW=W^\dagger AW-W^\dagger AW=0.$$

Since $W(0)=I$, the conserved value is $I$. The statement `hz` is this calculation, with `noncomm_ring` doing the algebra without exchanging factors. The constancy lemma then gives `hc`.

```lean
/-- Gauge covariance of transport: if `W` and `Z` are the transport matrices of the differentiable
orthonormal frames `V` and `VU`, with `U` a differentiable unitary, then `Z(t) = U(t)† W(t) U(0)`. -/
theorem transport_covariant (hV : IsDiff V) (hO : ∀ s, (V s)ᴴ * V s = 1)
    (hU : IsDiff U) (hUU : ∀ s, (U s)ᴴ * U s = 1) (hW : IsTransport V W)
    (hZ : IsTransport (fun s => V s * U s) Z) (t : ℝ) :
    Z t = (U t)ᴴ * W t * U 0 := by
  have d := fun s => velocity_conjTranspose hW.diff s
  have p := fun s => velocity_mul hU hZ.diff s
  -- the combination W†UZ is conserved
  have hz : ∀ s, velocity (fun r => (W r)ᴴ * (U r * Z r)) s = 0 := by
    intro s
    have hr : U s * (U s)ᴴ = 1 := mul_eq_one_comm.mp (hUU s)
    have e : U s * (((U s)ᴴ * connection V s * U s + (U s)ᴴ * velocity U s) * Z s) =
        connection V s * U s * Z s + velocity U s * Z s := by
      calc _ = (U s * (U s)ᴴ) * (connection V s * U s * Z s + velocity U s * Z s) := by
            noncomm_ring
        _ = _ := by rw [hr, Matrix.one_mul]
    rw [(velocity_mul (d s).1 (p s).1 s).2, (d s).2, (p s).2, hW.evol s, hZ.evol s,
      (gauge_law hV hO hU hUU s).2, conjTranspose_neg, conjTranspose_mul,
      connection_antiHermitian hV hO s, Matrix.mul_neg (U s), e]
    noncomm_ring
  have hc := const_of_velocity_zero (velocity_mul (d 0).1 (p 0).1 0).1 hz t
  simp only [hW.init, hZ.init, conjTranspose_one, Matrix.mul_one, Matrix.one_mul] at hc
  have hWW : W t * (W t)ᴴ = 1 := mul_eq_one_comm.mp (transport_unitary hV hO hW t)
  symm
  calc (U t)ᴴ * W t * U 0 = (U t)ᴴ * (W t * (W t)ᴴ) * U t * Z t := by
        rw [← hc]
        noncomm_ring
    _ = Z t := by rw [hWW, Matrix.mul_one, hUU t, Matrix.one_mul]
```

Let $Z$ be the transport matrix of the rotated frame $VU$. The claim is $Z(t)=U(t)^\dagger W(t)U(0)$. By the gauge law, $Z'=-(U^\dagger AU+U^\dagger U')Z$, and therefore

$$(UZ)'=U'Z+UZ'=U'Z-AUZ-U'Z=-AUZ.$$

So $UZ$ obeys the same equation as $W$, and

$$(W^\dagger UZ)'=-W^\dagger A^\dagger UZ-W^\dagger AUZ=0.$$

At time zero $W^\dagger UZ$ equals $U(0)$, so it keeps that value. Multiplying by $W$ and then by $U^\dagger$ from the left gives the claim.

In the code, `e` removes the factor $UU^\dagger$, `hz` is the vanishing derivative and `hc` is the conserved value. The closing `calc` block starts from $U^\dagger WU(0)$, inserts $U(0)=W^\dagger UZ$ and cancels the unitary factors.

```lean
/-- Wilson loop: for a differentiable orthonormal frame `V` and a differentiable unitary `U` with
`U(T) = U(0)`, the transport matrices of `V` and `VU` have the same trace at time `T`. -/
theorem wilson_loop_invariant (hV : IsDiff V) (hO : ∀ s, (V s)ᴴ * V s = 1)
    (hU : IsDiff U) (hUU : ∀ s, (U s)ᴴ * U s = 1) (hW : IsTransport V W)
    (hZ : IsTransport (fun s => V s * U s) Z) {T : ℝ} (hT : U T = U 0) :
    (Z T).trace = (W T).trace := by
  have hr : U 0 * (U 0)ᴴ = 1 := mul_eq_one_comm.mp (hUU 0)
  rw [transport_covariant hV hO hU hUU hW hZ T, hT, Matrix.trace_mul_comm,
    ← Matrix.mul_assoc, hr, Matrix.one_mul]
```

If $U(T)=U(0)$, the previous theorem and the cyclic property of the trace give

$$\operatorname{tr}Z(T)=\operatorname{tr}\big(U(0)^\dagger W(T)U(0)\big)=\operatorname{tr}W(T).$$

The proof uses `Matrix.trace_mul_comm` for the cyclic step. The theorem does not require $V(T)=V(0)$, but this trace is the Wilson loop of the level when the frame does close in that way.

The same algebra applies to a group of Bloch bands, with crystal momentum along a path in place of time, if the columns of $V$ hold the cell-periodic parts of orthonormal Bloch states, written in a finite orthonormal basis that does not change along the path, and if $V$ is differentiable. The trace is then a quantity that does not depend on how the bands were mixed, provided the mixing returns to its initial value.

## A common phase

```lean
omit [Fintype k] in
/-- Abelian case: multiplying a differentiable frame, orthonormal at time `t`, by a common phase
`exp(iθ)` with `θ` real and differentiable adds `iθ'` times the identity to its connection at that
time. -/
theorem phase_shift (hV : IsDiff V) {θ : ℝ → ℝ} (hθ : Differentiable ℝ θ) {t : ℝ}
    (hO : (V t)ᴴ * V t = 1) :
    connection (fun s => Complex.exp (θ s * Complex.I) • V s) t =
      connection V t + (((deriv θ t : ℝ) : ℂ) * Complex.I) • (1 : Matrix k k ℂ) := by
  have hv : velocity (fun s => Complex.exp (θ s * Complex.I) • V s) t =
      Complex.exp (θ t * Complex.I) •
        (velocity V t + (((deriv θ t : ℝ) : ℂ) * Complex.I) • V t) := by
    ext i j
    have h1 := ((hθ t).hasDerivAt.ofReal_comp.mul_const Complex.I).cexp
    have h2 := (h1.fun_mul (hV i j t).hasDerivAt).deriv
    show deriv (fun s => Complex.exp (θ s * Complex.I) * V s i j) t = _
    rw [h2]
    simp only [velocity, Matrix.smul_apply, Matrix.add_apply, Matrix.of_apply, smul_eq_mul]
    ring
  -- the phase has unit modulus
  have he : Complex.exp (θ t * Complex.I) * star (Complex.exp (θ t * Complex.I)) = 1 := by
    rw [Complex.star_def, Complex.mul_conj, Complex.normSq_eq_norm_sq,
      Complex.norm_exp_ofReal_mul_I]
    norm_num
  show (Complex.exp (θ t * Complex.I) • V t)ᴴ * velocity _ t = _
  rw [hv, conjTranspose_smul, Matrix.mul_smul, Matrix.smul_mul, smul_smul, he, one_smul,
    Matrix.mul_add, Matrix.mul_smul, hO]
  rfl

end

end WilczekZee
```

Here all columns of $V$ are multiplied by one phase, written with the scalar product `•`. The columns need be orthonormal only at the time $t$ considered. Since $(e^{i\theta}V)'=e^{i\theta}(V'+i\theta'V)$,

$$(e^{i\theta}V)^\dagger(e^{i\theta}V)'=V^\dagger V'+i\theta'V^\dagger V=A+i\theta' I.$$

The statement `hv` is the derivative of the rotated frame, and `he` says that the phase has unit modulus. For $k=1$ this is the shift $a\to a+i\theta'$ of the single state.

```lean
#print axioms WilczekZee.gauge_law
#print axioms WilczekZee.parallel_iff
#print axioms WilczekZee.wilson_loop_invariant
#print axioms WilczekZee.phase_shift
```

```
'WilczekZee.gauge_law' depends on axioms: [propext, Classical.choice, Quot.sound]
'WilczekZee.parallel_iff' depends on axioms: [propext, Classical.choice, Quot.sound]
'WilczekZee.wilson_loop_invariant' depends on axioms: [propext, Classical.choice, Quot.sound]
'WilczekZee.phase_shift' depends on axioms: [propext, Classical.choice, Quot.sound]
```
